# Bond-angle-torsion Jacobian: a factor \(r^2\sin t\,\det e\) for each atom placed from earlier ones

## Three frame vectors, not necessarily orthonormal

The frame in which a new atom is placed is taken to be any three vectors \(e_0,e_1,e_2\) in \(\mathbb R^3\), stored as the rows of a real \(3\times3\) matrix \(e\). They need be neither orthogonal, nor normalised, nor even linearly independent. The price is a factor \(\det e\) in the Jacobian, which is \(\pm1\) for an orthonormal frame.

The atom's internal coordinates are \(q=(q_0,q_1,q_2)=(r,t,f)\), and its displacement from the atom it is bonded to is

\[
b(q)=r\,(\cos t\,e_0+\sin t\cos f\,e_1+\sin t\sin f\,e_2).
\]

In an orthonormal frame with \(r\ge0\), \(r\) is the bond length. If \(e_0\) also points from the bonded atom back to its predecessor and \(0\le t\le\pi\), then \(t\) is the bond angle. The torsion \(f\) turns the new bond about \(e_0\), starting from \(e_1\). In an oblique frame the formula still makes sense, but \(r\) and \(t\) lose this geometric meaning.

## The volume factor of one atom

The three partial derivatives are

\[
\begin{aligned}
\partial_r b&=\cos t\,e_0+\sin t\cos f\,e_1+\sin t\sin f\,e_2,\\
\partial_t b&=r(-\sin t\,e_0+\cos t\cos f\,e_1+\cos t\sin f\,e_2),\\
\partial_f b&=r(-\sin t\sin f\,e_1+\sin t\cos f\,e_2).
\end{aligned}
\]

Let \(B\) be the matrix with these columns. Then \(B=e^{\mathsf T}M\), where

\[
M=\begin{pmatrix}
\cos t&-r\sin t&0\\
\sin t\cos f&r\cos t\cos f&-r\sin t\sin f\\
\sin t\sin f&r\cos t\sin f&r\sin t\cos f
\end{pmatrix}.
\]

Expanding along the first row gives

\[
\begin{aligned}
\det M&=\cos t\cdot r^2\sin t\cos t\,(\cos^2 f+\sin^2 f)
+r\sin t\cdot r\sin^2 t\,(\cos^2 f+\sin^2 f)\\
&=r^2\sin t\,(\cos^2 t+\sin^2 t)=r^2\sin t .
\end{aligned}
\]

Hence \(\det B=r^2\sin t\,\det e\). The torsion has dropped out.

## Where the coordinates degenerate

For a linearly independent frame, the determinant vanishes exactly when \(r=0\) or \(\sin t=0\). At \(\sin t=0\) the new bond lies along \(e_0\), so turning it about that axis does not move the atom, and \(\partial_f b=0\). At \(r=0\) both angular derivatives vanish.

## From one atom to a molecule

Number the atoms \(k=0,\dots,n-1\), and write \(q_k=(r_k,t_k,f_k)\) for the coordinates of atom \(k\). Its position is

\[
X_k(q)=A_k(q)+b_{E_k(q)}(q_k),
\]

where the origin \(A_k\) and the frame \(E_k\) depend only on the internal coordinates of atoms \(m<k\). Suppose that the partial derivatives of all positions with respect to all internal coordinates exist at \(q\), and let \(J\) be the matrix of these derivatives, with rows labelled by Cartesian coordinates \((k,i)\) and columns by internal coordinates \((l,j)\).

If \(k<l\), changing a coordinate of atom \(l\) leaves \(X_k\) fixed, so that block of \(J\) is zero. If \(k=l\), the origin and frame stay fixed while \(q_k\) varies, so the block is the single-atom matrix \(B_k\). The blocks with \(k>l\) may be complicated, since turning an early bond can carry along everything attached to it, but they do not enter the determinant of a block triangular matrix. Therefore

\[
\det J=\prod_{k=0}^{n-1} r_k^2\sin t_k\,\det E_k(q).
\]

For \(n=1\) the origin and frame are constants, and the orthonormal case is the familiar spherical-coordinate factor up to the sign of \(\det E_0\). For \(n=0\) both sides equal 1.

In Monte Carlo sampling of a molecule whose atoms are placed one after another in orthonormal frames, this is the source of the weight \(r_k^2|\sin t_k|\) that multiplies the Boltzmann factor when the lengths \(r_k\), angles \(t_k\) and torsions \(f_k\) are the sampling variables.

## How the Lean statements express this

`bondVector e q` is \(b(q)\), and `batJacobian e q` is \(B\). In `det_fderiv_bondVector`, `fderiv` is the full derivative of the map from \(\mathbb R^3\) to \(\mathbb R^3\). Its existence is proved separately, in `hasFDerivAt_bondVector`. All three coordinates range over the whole real line, so the determinant carries a sign; a volume element uses its absolute value.

For the molecule, `position A E q k` is \(X_k\), and `nudge q l j s` sets coordinate \(j\) of atom \(l\) to \(s\). `DependsOnEarlier` expresses the order of construction: two sets of coordinates that agree on all atoms before \(k\) give the same origin, or the same frame, for atom \(k\). For atom 0 this forces both to be constant.

`IsJacobian` says that every entry of `J` is the corresponding partial derivative. The theorem `det_molecule` assumes such a matrix; it does not derive differentiability from the rule that builds the frames. The assumption can fail where the placement rule breaks down. For instance, if a frame built from three atoms jumps as they pass through a collinear arrangement, and the new atom jumps with it, a partial derivative does not exist.

Every atom counted here has three internal coordinates, so the theorem describes atoms added to a fixed external reference. Factors from integrating over the position, orientation and shape of a moving reference group are not included. Nor is the change of variables in an integral, which also needs a domain on which the coordinates are one-to-one.

## Frames built from previous atoms

A more concrete model would compute each frame from the positions of three previous atoms, using normalised differences and cross products. Wherever the three atoms are not collinear, the frame determinant would then be \(\pm1\) and differentiability could be proved. In return, the theorem would be tied to one placement rule and would carry non-collinearity as a hypothesis. The version here leaves the rule open and asks only for the order of dependence and the partial derivatives.

## The complete file

```lean
import Mathlib

open Matrix

namespace BondAngleTorsion

noncomputable section

/-- The bond vector with length coordinate `q 0`, angle coordinate `q 1` and torsion coordinate `q
2` (literally a length and an angle only in suitable frames), in the frame whose three vectors are
the rows of `e`. -/
def bondVector (e : Matrix (Fin 3) (Fin 3) ℝ) (q : Fin 3 → ℝ) : Fin 3 → ℝ := fun i =>
  q 0 * (Real.cos (q 1) * e 0 i + Real.sin (q 1) * Real.cos (q 2) * e 1 i
    + Real.sin (q 1) * Real.sin (q 2) * e 2 i)

/-- The matrix whose columns are the candidate derivatives of the bond vector with respect to
length, angle and torsion. -/
def batJacobian (e : Matrix (Fin 3) (Fin 3) ℝ) (q : Fin 3 → ℝ) : Matrix (Fin 3) (Fin 3) ℝ :=
  Matrix.of fun i =>
    ![Real.cos (q 1) * e 0 i + Real.sin (q 1) * Real.cos (q 2) * e 1 i
        + Real.sin (q 1) * Real.sin (q 2) * e 2 i,
      q 0 * (-Real.sin (q 1) * e 0 i + Real.cos (q 1) * Real.cos (q 2) * e 1 i
        + Real.cos (q 1) * Real.sin (q 2) * e 2 i),
      q 0 * (-Real.sin (q 1) * Real.sin (q 2) * e 1 i
        + Real.sin (q 1) * Real.cos (q 2) * e 2 i)]

/-- The bond vector is differentiable in length, angle and torsion, with derivative
`batJacobian`. -/
theorem hasFDerivAt_bondVector (e : Matrix (Fin 3) (Fin 3) ℝ) (q : Fin 3 → ℝ) :
    HasFDerivAt (bondVector e)
      (LinearMap.toContinuousLinearMap (Matrix.toLin' (batJacobian e q))) q := by
  rw [hasFDerivAt_pi']
  intro i
  have h0 : HasFDerivAt (fun x : Fin 3 → ℝ => x 0)
      (ContinuousLinearMap.proj (R := ℝ) (φ := fun _ : Fin 3 => ℝ) 0) q := hasFDerivAt_apply 0 q
  have h1 : HasFDerivAt (fun x : Fin 3 → ℝ => x 1)
      (ContinuousLinearMap.proj (R := ℝ) (φ := fun _ : Fin 3 => ℝ) 1) q := hasFDerivAt_apply 1 q
  have h2 : HasFDerivAt (fun x : Fin 3 → ℝ => x 2)
      (ContinuousLinearMap.proj (R := ℝ) (φ := fun _ : Fin 3 => ℝ) 2) q := hasFDerivAt_apply 2 q
  -- the product rule for one Cartesian component
  have h := h0.mul (((h1.cos.mul_const (e 0 i)).add
    ((h1.sin.mul h2.cos).mul_const (e 1 i))).add ((h1.sin.mul h2.sin).mul_const (e 2 i)))
  refine HasFDerivAt.congr_fderiv h (ContinuousLinearMap.ext fun v => ?_)
  simp [batJacobian, Matrix.toLin'_apply, Matrix.mulVec, dotProduct, Fin.sum_univ_three]
  ring

/-- The determinant of `batJacobian` is `r² sin t` times the determinant of the frame. -/
theorem det_batJacobian (e : Matrix (Fin 3) (Fin 3) ℝ) (q : Fin 3 → ℝ) :
    (batJacobian e q).det = q 0 ^ 2 * Real.sin (q 1) * e.det := by
  have h1 := Real.sin_sq_add_cos_sq (q 1)
  have h2 := Real.sin_sq_add_cos_sq (q 2)
  rw [Matrix.det_fin_three (batJacobian e q), Matrix.det_fin_three e]
  simp only [batJacobian, Matrix.of_apply, Matrix.cons_val_zero, Matrix.cons_val_one,
    Matrix.cons_val]
  linear_combination (q 0 ^ 2 * Real.sin (q 1) *
    (e 0 0 * e 1 1 * e 2 2 - e 0 0 * e 1 2 * e 2 1 - e 0 1 * e 1 0 * e 2 2
      + e 0 1 * e 1 2 * e 2 0 + e 0 2 * e 1 0 * e 2 1 - e 0 2 * e 1 1 * e 2 0)) *
    ((Real.sin (q 2) ^ 2 + Real.cos (q 2) ^ 2) * h1 + h2)

/-- **Bond-angle-torsion Jacobian.** The derivative of the bond vector with respect to length
`r`, angle `t` and torsion has determinant `r² sin t` times the determinant of the frame. -/
theorem det_fderiv_bondVector (e : Matrix (Fin 3) (Fin 3) ℝ) (q : Fin 3 → ℝ) :
    (fderiv ℝ (bondVector e) q).det = q 0 ^ 2 * Real.sin (q 1) * e.det := by
  rw [(hasFDerivAt_bondVector e q).fderiv]
  change LinearMap.det (Matrix.toLin' (batJacobian e q)) = _
  rw [LinearMap.det_toLin', det_batJacobian]

/-- In a linearly independent frame the Jacobian determinant is nonzero exactly when the length
coordinate `q 0` and the sine of the angle coordinate `q 1` are both nonzero. -/
theorem det_fderiv_ne_zero_iff (e : Matrix (Fin 3) (Fin 3) ℝ) (he : e.det ≠ 0)
    (q : Fin 3 → ℝ) :
    (fderiv ℝ (bondVector e) q).det ≠ 0 ↔ q 0 ≠ 0 ∧ Real.sin (q 1) ≠ 0 := by
  rw [det_fderiv_bondVector, mul_ne_zero_iff, mul_ne_zero_iff, pow_ne_zero_iff two_ne_zero]
  exact ⟨fun h => h.1, fun h => ⟨h, he⟩⟩

/-- The bond vector's derivative along a single internal coordinate is the corresponding entry
of `batJacobian`. -/
theorem hasDerivAt_bondVector (e : Matrix (Fin 3) (Fin 3) ℝ) (q : Fin 3 → ℝ) (i j : Fin 3) :
    HasDerivAt (fun s => bondVector e (Function.update q j s) i) (batJacobian e q i j) (q j) := by
  have h : HasFDerivAt (bondVector e)
      (LinearMap.toContinuousLinearMap (Matrix.toLin' (batJacobian e q)))
      (Function.update q j (q j)) := by
    rw [Function.update_eq_self]
    exact hasFDerivAt_bondVector e q
  have h' := hasDerivAt_pi.1 (h.comp_hasDerivAt (q j) (hasDerivAt_update q j (q j))) i
  refine HasDerivAt.congr_deriv h' ?_
  simp [Matrix.toLin'_apply]

variable {n : ℕ}

/-- The internal coordinates `q` of all atoms, with coordinate `j` of atom `l` set to `s`. -/
def nudge (q : Fin n → Fin 3 → ℝ) (l : Fin n) (j : Fin 3) (s : ℝ) : Fin n → Fin 3 → ℝ :=
  Function.update q l (Function.update (q l) j s)

/-- A quantity attached to each atom that depends only on the internal coordinates of
earlier atoms. -/
def DependsOnEarlier {α : Type} (F : Fin n → (Fin n → Fin 3 → ℝ) → α) : Prop :=
  ∀ k q q', (∀ m < k, q m = q' m) → F k q = F k q'

/-- The position of atom `k`: its origin `A k` plus its bond vector in the frame `E k`. -/
def position (A : Fin n → (Fin n → Fin 3 → ℝ) → Fin 3 → ℝ)
    (E : Fin n → (Fin n → Fin 3 → ℝ) → Matrix (Fin 3) (Fin 3) ℝ)
    (q : Fin n → Fin 3 → ℝ) (k : Fin n) : Fin 3 → ℝ :=
  A k q + bondVector (E k q) (q k)

/-- `J` collects the partial derivatives of all Cartesian coordinates `X` with respect to all
internal coordinates at `q`. -/
def IsJacobian (X : (Fin n → Fin 3 → ℝ) → Fin n → Fin 3 → ℝ) (q : Fin n → Fin 3 → ℝ)
    (J : Matrix (Fin n × Fin 3) (Fin n × Fin 3) ℝ) : Prop :=
  ∀ k i l j, HasDerivAt (fun s => X (nudge q l j s) k i) (J (k, i) (l, j)) (q l j)

/-- When each atom's origin and frame depend only on earlier atoms, the Jacobian determinant of
the whole molecule is the product of the single-atom factors. -/
theorem det_molecule (A : Fin n → (Fin n → Fin 3 → ℝ) → Fin 3 → ℝ)
    (E : Fin n → (Fin n → Fin 3 → ℝ) → Matrix (Fin 3) (Fin 3) ℝ)
    (hA : DependsOnEarlier A) (hE : DependsOnEarlier E) (q : Fin n → Fin 3 → ℝ)
    (J : Matrix (Fin n × Fin 3) (Fin n × Fin 3) ℝ) (hJ : IsJacobian (position A E) q J) :
    J.det = ∏ k, (q k 0 ^ 2 * Real.sin (q k 1) * (E k q).det) := by
  have hn : ∀ (k l : Fin n) (j : Fin 3) (s : ℝ), k ≤ l → ∀ m < k, nudge q l j s m = q m :=
    fun k l j s hkl m hm => Function.update_of_ne (ne_of_lt (lt_of_lt_of_le hm hkl)) _ _
  -- later internal coordinates do not move earlier atoms
  have hzero : ∀ k i l j, k < l → J (k, i) (l, j) = 0 := by
    intro k i l j hkl
    have hf : (fun s => position A E (nudge q l j s) k i) = fun _ => position A E q k i := by
      funext s
      have hk : nudge q l j s k = q k := Function.update_of_ne (ne_of_lt hkl) _ _
      simp only [position, hA k _ q (hn k l j s hkl.le), hE k _ q (hn k l j s hkl.le), hk]
    have h := hJ k i l j
    rw [hf] at h
    exact h.unique (hasDerivAt_const _ _)
  -- the diagonal blocks are the single-atom Jacobians
  have hdiag : ∀ k i j, J (k, i) (k, j) = batJacobian (E k q) (q k) i j := by
    intro k i j
    have hf : (fun s => position A E (nudge q k j s) k i) =
        fun s => A k q i + bondVector (E k q) (Function.update (q k) j s) i := by
      funext s
      have hk : nudge q k j s k = Function.update (q k) j s := Function.update_self _ _ _
      simp only [position, hA k _ q (hn k k j s le_rfl), hE k _ q (hn k k j s le_rfl), hk,
        Pi.add_apply]
    have h := hJ k i k j
    rw [hf] at h
    exact h.unique ((hasDerivAt_bondVector (E k q) (q k) i j).const_add _)
  have hT : Matrix.BlockTriangular Jᵀ (Prod.fst : Fin n × Fin 3 → Fin n) :=
    fun a b hab => hzero b.1 b.2 a.1 a.2 hab
  rw [← Matrix.det_transpose, hT.det_fintype]
  refine Finset.prod_congr rfl fun k _ => ?_
  let σ : Fin 3 ≃ {a : Fin n × Fin 3 // a.1 = k} :=
    { toFun := fun i => ⟨(k, i), rfl⟩
      invFun := fun a => a.1.2
      left_inv := fun _ => rfl
      right_inv := fun a => Subtype.ext (Prod.ext a.2.symm rfl) }
  have hb : (Jᵀ.toSquareBlock Prod.fst k).submatrix σ σ = (batJacobian (E k q) (q k))ᵀ := by
    ext j i
    exact hdiag k i j
  rw [← Matrix.det_submatrix_equiv_self σ, hb, Matrix.det_transpose, det_batJacobian]

/-- The sum of all bond vectors before atom `k`, each taken in the fixed Cartesian frame. -/
def chainOrigin (k : Fin n) (q : Fin n → Fin 3 → ℝ) : Fin 3 → ℝ :=
  ∑ m ∈ Finset.Iio k, bondVector 1 (q m)

/-- A chain with all bonds in the fixed Cartesian frame meets the hypotheses of `det_molecule`,
with an explicit block triangular Jacobian matrix. -/
theorem det_molecule_witness (q : Fin n → Fin 3 → ℝ) :
    DependsOnEarlier (chainOrigin (n := n)) ∧
    DependsOnEarlier (fun (_ : Fin n) (_ : Fin n → Fin 3 → ℝ) =>
      (1 : Matrix (Fin 3) (Fin 3) ℝ)) ∧
    IsJacobian (position chainOrigin (fun _ _ => 1)) q
      (Matrix.of fun a b => if b.1 ≤ a.1 then batJacobian 1 (q b.1) a.2 b.2 else 0) := by
  refine ⟨fun k q q' h => Finset.sum_congr rfl fun m hm => ?_, fun _ _ _ _ => rfl, ?_⟩
  · rw [h m (Finset.mem_Iio.1 hm)]
  intro k i l j
  -- only bond `l` responds to the internal coordinates of atom `l`
  have ht : ∀ m, HasDerivAt (fun s => bondVector 1 (nudge q l j s m) i)
      (if m = l then batJacobian 1 (q l) i j else 0) (q l j) := by
    intro m
    by_cases h : m = l
    · subst h
      simpa [nudge] using hasDerivAt_bondVector 1 (q m) i j
    · simpa [nudge, h] using hasDerivAt_const (q l j) (bondVector 1 (q m) i)
  have hf : (fun s => position chainOrigin (fun _ _ => 1) (nudge q l j s) k i) =
      fun s => (∑ m ∈ Finset.Iio k, bondVector 1 (nudge q l j s m) i)
        + bondVector 1 (nudge q l j s k) i := by
    funext s
    simp only [position, chainOrigin, Pi.add_apply, Finset.sum_apply]
  rw [hf]
  refine HasDerivAt.congr_deriv
    (HasDerivAt.fun_add (HasDerivAt.fun_sum fun m _ => ht m) (ht k)) ?_
  rw [Finset.sum_ite_eq']
  simp only [Finset.mem_Iio, Matrix.of_apply]
  rcases lt_trichotomy l k with h | h | h
  · simp [h, h.le, h.ne']
  · simp [h]
  · simp [not_lt_of_ge h.le, not_le_of_gt h, h.ne]

end

end BondAngleTorsion
```

```lean
#print axioms BondAngleTorsion.det_fderiv_bondVector
#print axioms BondAngleTorsion.det_fderiv_ne_zero_iff
#print axioms BondAngleTorsion.det_molecule
```

```
'BondAngleTorsion.det_fderiv_bondVector' depends on axioms: [propext, Classical.choice, Quot.sound]
'BondAngleTorsion.det_fderiv_ne_zero_iff' depends on axioms: [propext, Classical.choice, Quot.sound]
'BondAngleTorsion.det_molecule' depends on axioms: [propext, Classical.choice, Quot.sound]
```

## The single-atom proof

`hasFDerivAt_bondVector` treats one Cartesian component at a time. The facts `h0`, `h1` and `h2` differentiate the coordinates \(r\), \(t\) and \(f\), and `h` combines them by the product and chain rules. The final `simp` and `ring` check that the result is the action of `batJacobian` on an arbitrary displacement.

`det_batJacobian` expands both \(3\times3\) determinants directly instead of factoring out \(M\). The long bracket in `linear_combination` is \(\det e\) written out. The two Pythagorean identities, `h1` for the angle and `h2` for the torsion, then do the same work as in the expansion of \(\det M\).

`det_fderiv_bondVector` replaces the derivative by its matrix and applies this determinant. `det_fderiv_ne_zero_iff` reads off when the product is nonzero, given \(\det e\ne0\). `hasDerivAt_bondVector` restricts the full derivative to a line along which only one internal coordinate changes, which gives a single entry of \(B\).

## The block triangular proof

Inside `det_molecule`, `hn` records that changing atom \(l\) leaves the coordinates of all atoms before \(k\) alone whenever \(k\le l\). From this, `hzero` shows that for \(k<l\) the position \(X_k\) is constant along the change. Its derivative is therefore zero, and since a derivative is unique, so is the entry of `J`.

For the diagonal blocks, `hdiag` rewrites the position as a constant origin plus a bond vector in a constant frame. Uniqueness again identifies the entries, this time with those of `batJacobian`.

`J` is block lower triangular, while Mathlib's `BlockTriangular` describes the upper triangular pattern, so the proof works with the transpose. The determinant splits into a product over atoms, `σ` relabels each diagonal block by the three coordinate indices, and `det_batJacobian` evaluates it.

## A chain that meets the assumptions

`det_molecule_witness` supplies an example for every \(n\) and every `q`. Each atom starts from the previous one, the first from the coordinate origin, and all bonds are measured in the same Cartesian frame. The angles are thus spherical angles about a fixed axis, not the bond angles and torsions of a real chain.

Here \(X_k\) is the sum of the bond vectors of atoms \(0,\dots,k\). Only bond \(l\) responds to the coordinates of atom \(l\), which is the content of `ht`. The block \((k,l)\) of the Jacobian is therefore the single-atom matrix of atom \(l\) when \(l\le k\), and zero otherwise. The proof ends by comparing \(l\) with \(k\) in the three possible cases.
